# The free Dirac propagator: $H-z$ is singular at some momentum for real $|z|\ge m$, and has an explicit inverse at every momentum for other $z$

The Dirac matrices enter here through their algebra, not their entries: $\alpha_0,\alpha_1,\alpha_2$ and $\beta$ are complex square matrices whose size $N$ is not fixed in advance. For $N\ge1$ the relations below can hold only if $N$ is a multiple of 4, a fact that is neither proved nor used here. Their rows and columns are labelled by a finite type `n`.

In Lean 4 with Mathlib:

```lean
import Mathlib

noncomputable section

namespace DiracPropagator

variable {n : Type*} [Fintype n] [DecidableEq n]
```

Each matrix squares to one, and any two different ones anticommute:

$$\alpha_i^2=\beta^2=1,\qquad \alpha_i\alpha_j+\alpha_j\alpha_i=0\ (i\neq j),\qquad \alpha_i\beta+\beta\alpha_i=0.$$

Hermiticity is not required. `IsDiracRep` records these relations as a hypothesis.

```lean
/-- The Dirac algebra: three matrices `α i` and a matrix `β` that square to one and
anticommute pairwise. -/
structure IsDiracRep (α : Fin 3 → Matrix n n ℂ) (β : Matrix n n ℂ) : Prop where
  alpha_sq : ∀ i, α i * α i = 1
  beta_sq : β * β = 1
  alpha_anti : ∀ i j, i ≠ j → α i * α j + α j * α i = 0
  alpha_beta : ∀ i, α i * β + β * α i = 0
```

In units $\hbar=c=1$, a free particle of mass $m$ and real momentum $p=(p_0,p_1,p_2)$ has the Hamiltonian matrix $H=\sum_i p_i\alpha_i+m\beta$.

```lean
/-- The free Dirac Hamiltonian `α·p + β m` at momentum `p`. -/
def hamiltonian (α : Fin 3 → Matrix n n ℂ) (β : Matrix n n ℂ) (m : ℝ) (p : Fin 3 → ℝ) :
    Matrix n n ℂ :=
  ∑ i, (p i : ℂ) • α i + (m : ℂ) • β
```

Its squared relativistic energy is $E^2=p^2+m^2$, where $p^2=\sum_i p_i^2$.

```lean
/-- The squared relativistic energy `p² + m²`. -/
def energySq (m : ℝ) (p : Fin 3 → ℝ) : ℝ := ∑ i, p i ^ 2 + m ^ 2
```

For complex energy $z$, the candidate inverse of $H-z$ is

$$G(z)=\frac{H+z}{E^2-z^2}.$$

This fixes the sign convention: $G=(H-z)^{-1}$, not $(z-H)^{-1}$.

```lean
/-- The momentum-space propagator `(α·p + β m + z) / (p² + m² - z²)`. -/
def propagator (α : Fin 3 → Matrix n n ℂ) (β : Matrix n n ℂ) (m : ℝ) (p : Fin 3 → ℝ)
    (z : ℂ) : Matrix n n ℂ :=
  ((energySq m p : ℂ) - z ^ 2)⁻¹ • (hamiltonian α β m p + z • (1 : Matrix n n ℂ))
```

## The standard 4×4 matrices

The usual representation is built from the Pauli matrices $\sigma_i$, numbered from zero.

```lean
/-- The three Pauli matrices. -/
def pauli : Fin 3 → Matrix (Fin 2) (Fin 2) ℂ :=
  ![!![0, 1; 1, 0], !![0, -Complex.I; Complex.I, 0], !![1, 0; 0, -1]]
```

They fill the off-diagonal blocks of $\alpha_i$:

$$\alpha_i=\begin{pmatrix}0&\sigma_i\\ \sigma_i&0\end{pmatrix}.$$

```lean
/-- The standard 4×4 matrices `α i`, with Pauli matrices in the off-diagonal blocks. -/
def stdAlpha (i : Fin 3) : Matrix (Fin 2 ⊕ Fin 2) (Fin 2 ⊕ Fin 2) ℂ :=
  Matrix.fromBlocks 0 (pauli i) (pauli i) 0
```

The remaining matrix is $\beta=\mathrm{diag}(1,-1)$ in 2×2 blocks.

```lean
/-- The standard 4×4 matrix `β`, with diagonal blocks `1` and `-1`. -/
def stdBeta : Matrix (Fin 2 ⊕ Fin 2) (Fin 2 ⊕ Fin 2) ℂ :=
  Matrix.fromBlocks 1 0 0 (-1)
```

Multiplying out the entries gives $\sigma_i^2=1$ and $\sigma_i\sigma_j+\sigma_j\sigma_i=0$ for $i\ne j$. The proof runs through all the cases.

```lean
/-- The Pauli matrices square to one and anticommute pairwise. -/
theorem pauli_relations : (∀ i, pauli i * pauli i = 1) ∧
    ∀ i j, i ≠ j → pauli i * pauli j + pauli j * pauli i = 0 := by
  constructor
  · intro i
    fin_cases i <;> ext a b <;> fin_cases a <;> fin_cases b <;>
      simp [pauli, Matrix.mul_apply, Fin.sum_univ_two]
  · intro i j hij
    fin_cases i <;> fin_cases j <;> first
      | exact absurd rfl hij
      | (ext a b
         fin_cases a <;> fin_cases b <;>
           simp [pauli])
```

Block multiplication carries these relations over to $\alpha_i$. Moreover,

$$\alpha_i\beta=\begin{pmatrix}0&-\sigma_i\\ \sigma_i&0\end{pmatrix}=-\beta\alpha_i,$$

so the 4×4 matrices satisfy the hypothesis, and the results below apply to them.

```lean
/-- The standard 4×4 matrices satisfy the Dirac algebra. -/
theorem isDiracRep_witness : IsDiracRep stdAlpha stdBeta := by
  have hz : Matrix.fromBlocks (0 : Matrix (Fin 2) (Fin 2) ℂ) (0 : Matrix (Fin 2) (Fin 2) ℂ)
      (0 : Matrix (Fin 2) (Fin 2) ℂ) (0 : Matrix (Fin 2) (Fin 2) ℂ) = 0 := by
    ext (a | a) (b | b) <;> rfl
  refine ⟨fun i => ?_, ?_, fun i j hij => ?_, fun i => ?_⟩
  · simp [stdAlpha, Matrix.fromBlocks_multiply, pauli_relations.1 i]
  · simp [stdBeta, Matrix.fromBlocks_multiply]
  · simp [stdAlpha, Matrix.fromBlocks_multiply, Matrix.fromBlocks_add,
      pauli_relations.2 i j hij, hz]
  · simp [stdAlpha, stdBeta, Matrix.fromBlocks_multiply, Matrix.fromBlocks_add, hz]
```

## Squaring and factorising

Expanding the square gives

$$H^2=\sum_i p_i^2\alpha_i^2+m^2\beta^2+\sum_{i<j}p_ip_j(\alpha_i\alpha_j+\alpha_j\alpha_i)+m\sum_i p_i(\alpha_i\beta+\beta\alpha_i)=E^2.$$

The `linear_combination` call lists the same terms, each relation weighted by its coefficient.

```lean
variable {α : Fin 3 → Matrix n n ℂ} {β : Matrix n n ℂ}

/-- The Dirac Hamiltonian squares to `p² + m²` times the identity. -/
theorem hamiltonian_sq (h : IsDiracRep α β) (m : ℝ) (p : Fin 3 → ℝ) :
    hamiltonian α β m p * hamiltonian α β m p = (energySq m p : ℂ) • (1 : Matrix n n ℂ) := by
  have h01 := h.alpha_anti 0 1 (by decide)
  have h02 := h.alpha_anti 0 2 (by decide)
  have h12 := h.alpha_anti 1 2 (by decide)
  simp only [hamiltonian, energySq, Fin.sum_univ_three, add_mul, mul_add, smul_mul_assoc,
    mul_smul_comm, Complex.ofReal_add, Complex.ofReal_pow]
  -- the cross terms cancel by anticommutation, the squares give one
  linear_combination (norm := module)
    ((p 0 : ℂ) ^ 2) • h.alpha_sq 0 + ((p 1 : ℂ) ^ 2) • h.alpha_sq 1
    + ((p 2 : ℂ) ^ 2) • h.alpha_sq 2 + ((m : ℂ) ^ 2) • h.beta_sq
    + ((p 0 : ℂ) * (p 1 : ℂ)) • h01 + ((p 0 : ℂ) * (p 2 : ℂ)) • h02
    + ((p 1 : ℂ) * (p 2 : ℂ)) • h12 + ((p 0 : ℂ) * (m : ℂ)) • h.alpha_beta 0
    + ((p 1 : ℂ) * (m : ℂ)) • h.alpha_beta 1 + ((p 2 : ℂ) * (m : ℂ)) • h.alpha_beta 2
```

Since $z$ is a multiple of the identity, the cross terms cancel:

$$(H-z)(H+z)=H^2-z^2=E^2-z^2.$$

```lean
/-- The factorisation `(H - z)(H + z) = p² + m² - z²`. -/
theorem shift_mul (h : IsDiracRep α β) (m : ℝ) (p : Fin 3 → ℝ) (z : ℂ) :
    (hamiltonian α β m p - z • (1 : Matrix n n ℂ)) *
      (hamiltonian α β m p + z • (1 : Matrix n n ℂ)) =
      ((energySq m p : ℂ) - z ^ 2) • (1 : Matrix n n ℂ) := by
  have hs := hamiltonian_sq h m p
  simp only [sub_mul, mul_add, smul_mul_assoc, mul_smul_comm, one_mul, mul_one]
  linear_combination (norm := module) hs
```

## Singular matrices at fixed momentum

The factorisation alone does not show that $H-z$ is singular when $z^2=E^2$, because $H+z$ might vanish instead. The trace settles this. If $B^2=1$ and $AB=-BA$, then $BAB=-A$, while cyclicity gives $\operatorname{tr}(BAB)=\operatorname{tr}A$. Hence $\operatorname{tr}A=0$.

```lean
/-- A matrix that anticommutes with an involution has zero trace. -/
theorem trace_eq_zero_of_anticomm {A B : Matrix n n ℂ} (hB : B * B = 1)
    (h : A * B + B * A = 0) : A.trace = 0 := by
  have h1 : (B * A * B).trace = A.trace := by
    rw [Matrix.trace_mul_comm, ← mul_assoc, hB, one_mul]
  have h2 : B * A * B = -A := by
    rw [eq_neg_of_add_eq_zero_right h, neg_mul, mul_assoc, hB, mul_one]
  rw [h2, Matrix.trace_neg] at h1
  linear_combination (-1 / 2 : ℂ) * h1
```

Taking $B=\beta$ for each $\alpha_i$, and $B=\alpha_0$ for $\beta$, gives $\operatorname{tr}H=0$.

```lean
/-- The Dirac Hamiltonian is traceless. -/
theorem trace_hamiltonian (h : IsDiracRep α β) (m : ℝ) (p : Fin 3 → ℝ) :
    (hamiltonian α β m p).trace = 0 := by
  have ha : ∀ i, (α i).trace = 0 := fun i =>
    trace_eq_zero_of_anticomm h.beta_sq (h.alpha_beta i)
  have hb : β.trace = 0 :=
    trace_eq_zero_of_anticomm (h.alpha_sq 0) (by rw [add_comm]; exact h.alpha_beta 0)
  simp [hamiltonian, Fin.sum_univ_three, Matrix.trace_add, Matrix.trace_smul, ha, hb]
```

Determinants of the factorisation give

$$\det(H-z)\det(H+z)=(E^2-z^2)^N.$$

If $\det(H-z)=0$, then $z^2=E^2$. Conversely, let $z^2=E^2$ and suppose $H-z$ is invertible. Cancelling it from $(H-z)(H+z)=0$ gives $H=-z$. The trace then gives $Nz=0$, so $z=0$ and $H=0$. Thus $H-z=0$, which is not invertible for $N\ge1$, a contradiction.

```lean
/-- At fixed momentum, `α·p + β m - z` is singular exactly when `z² = p² + m²`. -/
theorem det_eq_zero_iff [Nonempty n] (h : IsDiracRep α β) (m : ℝ) (p : Fin 3 → ℝ) (z : ℂ) :
    (hamiltonian α β m p - z • (1 : Matrix n n ℂ)).det = 0 ↔ z ^ 2 = (energySq m p : ℂ) := by
  constructor
  · intro hd
    by_contra hne
    have hc : (energySq m p : ℂ) - z ^ 2 ≠ 0 := fun h0 => hne (by linear_combination -h0)
    have hdet := congrArg Matrix.det (shift_mul h m p z)
    rw [Matrix.det_mul, hd, zero_mul, Matrix.det_smul, Matrix.det_one, mul_one] at hdet
    exact pow_ne_zero _ hc hdet.symm
  · intro hz
    by_contra hd
    have hu : IsUnit (hamiltonian α β m p - z • (1 : Matrix n n ℂ)) :=
      (Matrix.isUnit_iff_isUnit_det _).2 (isUnit_iff_ne_zero.2 hd)
    -- an invertible first factor forces `H = -z`, and the trace then forces `z = 0`
    have h0 : hamiltonian α β m p + z • (1 : Matrix n n ℂ) = 0 :=
      hu.mul_left_cancel (by rw [shift_mul h, hz, sub_self, zero_smul, mul_zero])
    have ht := congrArg Matrix.trace h0
    rw [Matrix.trace_add, trace_hamiltonian h, Matrix.trace_smul, Matrix.trace_one,
      Matrix.trace_zero, zero_add, smul_eq_mul] at ht
    have hz0 : z = 0 :=
      (mul_eq_zero.1 ht).resolve_right (Nat.cast_ne_zero.2 Fintype.card_ne_zero)
    rw [hz0, zero_smul, add_zero] at h0
    apply hd
    have h1 : (0 : Matrix n n ℂ) = (0 : ℂ) • (1 : Matrix n n ℂ) := (zero_smul _ _).symm
    rw [hz0, zero_smul, sub_zero, h0, h1, Matrix.det_smul, zero_pow Fintype.card_ne_zero,
      zero_mul]
```

## Sweeping over all momenta

Write $z=x+iy$. The condition $z^2=E^2$ means $x^2-y^2=E^2$ and $xy=0$. If $x=0$, then $-y^2=E^2\ge0$ forces $y=0$; otherwise $y=0$ at once. So $z$ is real and $x^2=p^2+m^2\ge m^2$, that is, $|x|\ge m$ for $m\ge0$.

Conversely, for real $z=x$ with $|x|\ge m$, the momentum $p=(\sqrt{x^2-m^2},0,0)$ satisfies the condition.

```lean
/-- The mass-shell condition `z² = p² + m²` has a real momentum solution exactly when `z`
is real with `|z| ≥ m`. -/
theorem exists_onshell_iff {m : ℝ} (hm : 0 ≤ m) (z : ℂ) :
    (∃ p : Fin 3 → ℝ, z ^ 2 = (energySq m p : ℂ)) ↔ z.im = 0 ∧ m ≤ |z.re| := by
  constructor
  · rintro ⟨p, hp⟩
    have hr := congrArg Complex.re hp
    have hi := congrArg Complex.im hp
    simp only [pow_two, Complex.mul_re, Complex.mul_im, Complex.ofReal_re,
      Complex.ofReal_im] at hr hi
    have hE : m ^ 2 ≤ energySq m p := by
      have hs : 0 ≤ ∑ i, p i ^ 2 := Finset.sum_nonneg (fun i _ => sq_nonneg (p i))
      unfold energySq
      linarith
    have him : z.im = 0 := by
      have h2 : z.re * z.im = 0 := by linarith
      rcases mul_eq_zero.1 h2 with h | h
      · rw [h] at hr
        have h3 : z.im ^ 2 ≤ 0 := by nlinarith [sq_nonneg m]
        exact (pow_eq_zero_iff two_ne_zero).1 (le_antisymm h3 (sq_nonneg _))
      · exact h
    refine ⟨him, (le_abs_self m).trans (sq_le_sq.1 ?_)⟩
    rw [him] at hr
    nlinarith
  · rintro ⟨him, hre⟩
    have hsq : m ^ 2 ≤ z.re ^ 2 := sq_le_sq.2 (by rwa [abs_of_nonneg hm])
    -- a momentum along the first axis carries the excess energy
    refine ⟨![Real.sqrt (z.re ^ 2 - m ^ 2), 0, 0], ?_⟩
    have hE : energySq m ![Real.sqrt (z.re ^ 2 - m ^ 2), 0, 0] = z.re ^ 2 := by
      simp [energySq, Fin.sum_univ_three, Real.sq_sqrt (sub_nonneg.2 hsq)]
    have hz : (z.re : ℂ) = z := Complex.ext (by simp) (by simp [him])
    rw [hE, Complex.ofReal_pow, hz]
```

## The two half-lines and the inverse

The final theorem assumes the Dirac algebra, $N\ge1$ and $m\ge0$. Its first part says that $\det(H-z)=0$ for some real $p$ exactly when `z.im = 0 ∧ m ≤ |z.re|`; this combines the two preceding results. Its second part says that for every other $z$, and every $p$, the denominator is nonzero and $G(z)$ is a two-sided inverse. Indeed, a zero denominator would put $z$ on a half-line, and otherwise

$$(H-z)G(z)=\frac{(H-z)(H+z)}{E^2-z^2}=1.$$

For finite square matrices, a right inverse is also a left inverse.

```lean
/-- `α·p + β m - z` is singular for some momentum exactly when `z` is real with `|z| ≥ m`;
for every other `z` the propagator has nonzero denominator and is the two-sided inverse
at every momentum. -/
theorem dirac_cuts_and_gap [Nonempty n] (h : IsDiracRep α β) {m : ℝ} (hm : 0 ≤ m) (z : ℂ) :
    ((∃ p : Fin 3 → ℝ, (hamiltonian α β m p - z • (1 : Matrix n n ℂ)).det = 0) ↔
      z.im = 0 ∧ m ≤ |z.re|) ∧
    (¬(z.im = 0 ∧ m ≤ |z.re|) → ∀ p : Fin 3 → ℝ,
      (energySq m p : ℂ) - z ^ 2 ≠ 0 ∧
      (hamiltonian α β m p - z • (1 : Matrix n n ℂ)) * propagator α β m p z = 1 ∧
      propagator α β m p z * (hamiltonian α β m p - z • (1 : Matrix n n ℂ)) = 1) := by
  constructor
  · simp only [det_eq_zero_iff h]
    exact exists_onshell_iff hm z
  · intro hc p
    have hne : (energySq m p : ℂ) - z ^ 2 ≠ 0 := fun h0 =>
      hc ((exists_onshell_iff hm z).1 ⟨p, by linear_combination -h0⟩)
    have hR : (hamiltonian α β m p - z • (1 : Matrix n n ℂ)) * propagator α β m p z = 1 := by
      rw [propagator, mul_smul_comm, shift_mul h, smul_smul, inv_mul_cancel₀ hne, one_smul]
    exact ⟨hne, hR, mul_eq_one_comm.1 hR⟩

end DiracPropagator
```

For $m>0$ the half-lines $z\le-m$ and $z\ge m$ are separated by the gap $-m<z<m$; at $m=0$ they meet. In relativistic electronic structure, this is the separation between negative- and positive-energy states, here for a free particle without any potential. The theorem concerns matrices at each momentum: it does not treat the Hamiltonian as an operator on wavefunctions, nor the jump of a position-space Green function across the cuts.

```lean
#print axioms DiracPropagator.dirac_cuts_and_gap
```

```
'DiracPropagator.dirac_cuts_and_gap' depends on axioms: [propext, Classical.choice, Quot.sound]
```
